# Repeated action of the semi-infinite chain Hamiltonian on the end-site state as an integral over standing waves

A single particle lives on a semi-infinite chain whose sites are numbered 0, 1, 2, … from the end. The Hamiltonian has the real matrix element `h` between nearest neighbours and no on-site energy. The state is at first localised on the end site, with amplitude 1 at site 0 and 0 elsewhere. `chain_amplitude` states that after `m` applications of the Hamiltonian, with no renormalisation, the amplitude at site `n` is 2/π times the integral over k from 0 to π of (2h cos k)^m sin k sin((n+1)k). The proof is by induction on `m`: the case `m = 0` is the lemma `mode_overlap`, and the step treats the end site, which has one neighbour, separately from the sites with two, using addition formulas for the sine under the integral.

Lean 4 with Mathlib refuses this proof:

```lean
import Mathlib

open Real

namespace SurfaceDensityOfStates

noncomputable section

/-- Nearest-neighbour Hamiltonian of the semi-infinite chain: site `0` has the single
neighbour `1`, every other site has two neighbours. -/
def chainHamiltonian (h : ℝ) (ψ : ℕ → ℝ) : ℕ → ℝ
  | 0 => h * ψ 1
  | n + 1 => h * (ψ n + ψ (n + 2))

/-- The state localised on the end site of the chain. -/
def endSite (n : ℕ) : ℝ := if n = 0 then 1 else 0

/-- The product of a standing wave's amplitudes at sites `0` and `n`, integrated over the wave
number from `0` to `π` and multiplied by `2/π`, is the amplitude of the end-site state at site `n`.
-/
theorem mode_overlap (n : ℕ) :
    2 / π * ∫ k in (0 : ℝ)..π, sin k * sin (((n : ℝ) + 1) * k) = endSite n := by
  have hcos : ∀ j : ℕ, ∫ k in (0 : ℝ)..π, cos ((j : ℝ) * k) = if j = 0 then π else 0 := by
    intro j
    by_cases hj : j = 0
    · subst hj
      simp
    · have hc : (j : ℝ) ≠ 0 := Nat.cast_ne_zero.mpr hj
      rw [if_neg hj, intervalIntegral.integral_comp_mul_left Real.cos hc, integral_cos,
        Real.sin_nat_mul_pi]
      simp
  have hint : ∀ j : ℕ, IntervalIntegrable (fun k : ℝ => cos ((j : ℝ) * k))
      MeasureTheory.volume 0 π :=
    fun j => Continuous.intervalIntegrable (by fun_prop) _ _
  -- product of sines as a difference of cosines
  have hprod : ∀ k : ℝ, sin k * sin (((n : ℝ) + 1) * k)
      = 1 / 2 * (cos ((n : ℝ) * k) - cos (((n + 2 : ℕ) : ℝ) * k)) := by
    intro k
    have h1 : (n : ℝ) * k = ((n : ℝ) + 1) * k - k := by ring
    have h2 : ((n + 2 : ℕ) : ℝ) * k = ((n : ℝ) + 1) * k + k := by push_cast; ring
    rw [h2, h1, cos_sub, cos_add]
    ring
  simp_rw [hprod]
  rw [intervalIntegral.integral_const_mul,
    intervalIntegral.integral_sub (hint n) (hint (n + 2)), hcos n, hcos (n + 2),
    if_neg (by omega : ¬ n + 2 = 0), sub_zero]
  unfold endSite
  by_cases hn : n = 0
  · rw [if_pos hn, if_pos hn]
    field_simp
  · rw [if_neg hn, if_neg hn]
    ring

/-- The amplitude at site `n` after `m` applications of the Hamiltonian to the end-site state,
written as an integral over standing waves with energy `2 h cos k`. -/
theorem chain_amplitude (h : ℝ) (m n : ℕ) :
    (chainHamiltonian h)^[m] endSite n
      = 2 / π * ∫ k in (0 : ℝ)..π,
          (2 * h * cos k) ^ m * (sin k * sin (((n : ℝ) + 1) * k)) := by
  induction m generalizing n with
  | zero =>
    simp only [Function.iterate_zero, id_eq, pow_zero, one_mul]
    exact (mode_overlap n).symm
  | succ m ih =>
    rw [Function.iterate_succ_apply']
    cases n with
    | zero =>
      -- at the end site the missing neighbour carries sin 0 = 0
      change h * ((chainHamiltonian h)^[m] endSite 1) = _
      have e : (∫ k in (0 : ℝ)..π,
            (2 * h * cos k) ^ (m + 1) * (sin k * sin ((((0 : ℕ) : ℝ) + 1) * k)))
          = h * ∫ k in (0 : ℝ)..π,
            (2 * h * cos k) ^ m * (sin k * sin ((((1 : ℕ) : ℝ) + 1) * k)) := by
        rw [← intervalIntegral.integral_const_mul]
        refine intervalIntegral.integral_congr fun k _ => ?_
        dsimp only
        have h0 : (((0 : ℕ) : ℝ) + 1) * k = k := by rw [Nat.cast_zero]; ring
        have h1 : (((1 : ℕ) : ℝ) + 1) * k = 2 * k := by rw [Nat.cast_one]; ring
        rw [h0, h1, sin_two_mul]
        ring
      rw [ih 1, e]
      ring
    | succ n =>
      change h * ((chainHamiltonian h)^[m] endSite n
        + (chainHamiltonian h)^[m] endSite (n + 2)) = _
      have hint : ∀ j : ℕ, IntervalIntegrable
          (fun k : ℝ => (2 * h * cos k) ^ m * (sin k * sin (((j : ℝ) + 1) * k)))
          MeasureTheory.volume 0 π :=
        fun j => Continuous.intervalIntegrable (by fun_prop) _ _
      rw [ih n, ih (n + 2), ← mul_add,
        ← intervalIntegral.integral_add (hint n) (hint (n + 2)), mul_left_comm,
        ← intervalIntegral.integral_const_mul]
      congr 1
      refine intervalIntegral.integral_congr fun k _ => ?_
      dsimp only
      have h1 : (((n + 2 : ℕ) : ℝ) + 1) * k = ((n : ℝ) + 2) * k + k := by push_cast; ring
      have h2 : ((n : ℝ) + 1) * k = ((n : ℝ) + 2) * k - k := by ring
      have h3 : (((n + 1 : ℕ) : ℝ) + 1) * k = ((n : ℝ) + 2) * k := by push_cast; ring
      rw [h1, h2, h3, sin_add, sin_sub]
      ring

end

end SurfaceDensityOfStates
```

Lean reports:

```
Main.lean:76:8: error: `dsimp` made no progress
Main.lean:95:6: error: `dsimp` made no progress
```

Cause. Both errors have the same cause, once in the end-site case and once in the case of the other sites. `intervalIntegral.integral_congr` reduces the equality of two integrals to equality of the integrands at each point `k` of the interval. The attempt expects that goal to show functions written as `fun k => ...` still applied to `k`, and calls `dsimp only` to carry out the application. Here Lean has already done so while elaborating the `refine` line, and the goal shows the integrands written out at `k`. With no lemmas listed, `dsimp only` can do only basic reductions of this kind; it finds none left to do and raises an error because it changes nothing. The mathematics was not at fault. The diff deletes the two calls, and the `rw` steps that follow work on the goal as it stands, first rewriting the arguments of the sines and then expanding the sines.

As a diff, the version that Lean accepts:

```diff
@@ -74,5 +74,4 @@
         rw [← intervalIntegral.integral_const_mul]
         refine intervalIntegral.integral_congr fun k _ => ?_
-        dsimp only
         have h0 : (((0 : ℕ) : ℝ) + 1) * k = k := by rw [Nat.cast_zero]; ring
         have h1 : (((1 : ℕ) : ℝ) + 1) * k = 2 * k := by rw [Nat.cast_one]; ring
@@ -93,5 +92,4 @@
       congr 1
       refine intervalIntegral.integral_congr fun k _ => ?_
-      dsimp only
       have h1 : (((n + 2 : ℕ) : ℝ) + 1) * k = ((n : ℝ) + 2) * k + k := by push_cast; ring
       have h2 : ((n : ℝ) + 1) * k = ((n : ℝ) + 2) * k - k := by ring
```
